# For a symmetric linear residual, a mixing run that reaches a solution reaches the one nearest its start

Take the plane, the singular matrix \(A=\mathrm{diag}(1,0)\) and \(b=(1,0)\). At a point \((u,v)\) the residual is
\[
f(u,v)=b-A(u,v)=(1-u,\,0),
\]
so every point of the line \(u=1\) is a solution. Start at \((u_0,v_0)\) and build new points from sum-one combinations of old points plus multiples of their residuals. The residuals have no second component, and a sum-one combination of points with second coordinate \(v_0\) again has second coordinate \(v_0\). If the run reaches a solution, it is therefore \((1,v_0)\), the foot of the perpendicular from the starting point to the line.

With \(b=(1,c)\) and \(c\neq0\), every residual has second component \(c\). There is then no solution, and simple mixing with damping \(\beta\) moves by \(\beta c\) along the second axis at each step.

## Zero modes and the nearest solution

Let \(A\) be a symmetric linear map on a real or complex inner product space, and let \(f(x)=b-Ax\). A zero mode is a vector \(z\) with \(Az=0\). A mixing run is a sequence \(x_0,x_1,\dots\) with
\[
x_{k+1}=\sum_{i=0}^{k}\alpha_i x_i+\sum_{i=0}^{k}\beta_i f(x_i),\qquad \sum_{i=0}^{k}\alpha_i=1,
\]
where the scalars \(\alpha_i,\beta_i\) may be chosen afresh at every step. The claim is that if some iterate solves \(f(x)=0\), then no iterate has moved along a zero mode, and the solution found is strictly nearer to \(x_0\) than every other solution.

In self-consistent-field theory, \(f\) models the residual linearised near a solution, and a zero mode is a direction in which a solution can be shifted and remain self-consistent to first order. In this linear, symmetric model the starting guess alone decides which solution a successful run finds; history length, damping and weights have no influence on it. Symmetry of \(A\) means that the response is reciprocal: a displacement along one direction changes the residual along a second as much as the reverse. The Jacobian of an actual self-consistency problem need not have this property in the inner product at hand.

**The residual along a zero mode.** By symmetry,
\[
\langle z,f(x)\rangle=\langle z,b\rangle-\langle z,Ax\rangle=\langle z,b\rangle-\langle Az,x\rangle=\langle z,b\rangle ,
\]
whatever \(x\) is. If \(f(s)=0\) for some \(s\), putting \(x=s\) gives \(\langle z,b\rangle=0\). All residuals are then orthogonal to \(z\).

**Conservation.** Suppose \(\langle z,b\rangle=0\) and \(\langle z,x_i\rangle=\langle z,x_0\rangle\) for all \(i\le k\). Then
\[
\langle z,x_{k+1}\rangle=\sum_{i=0}^{k}\alpha_i\langle z,x_0\rangle+\sum_{i=0}^{k}\beta_i\cdot 0=\langle z,x_0\rangle ,
\]
and strong induction gives the equality for every iterate.

**Pythagoras.** Let \(s=x_k\) be the solution found and \(y\ne s\) another one. Then \(A(y-s)=b-b=0\), so \(y-s\) is a zero mode, and conservation gives \(\langle y-s,\,s-x_0\rangle=0\). Hence
\[
\|y-x_0\|^2=\|y-s\|^2+\|s-x_0\|^2>\|s-x_0\|^2 .
\]

**Limits.** If no iterate solves the equation but \(x_k\to s\) with \(f(s)=0\), then \(\langle z,x_k\rangle\) is constant and tends to \(\langle z,s\rangle\). So \(\langle z,s\rangle=\langle z,x_0\rangle\), and the last step applies unchanged.

**Drift.** If \(\langle z,b\rangle\neq0\), there is no solution. Simple mixing \(x_{k+1}=x_k+\beta f(x_k)\) then gives \(\langle z,x_k\rangle=\langle z,x_0\rangle+k\beta\langle z,b\rangle\). For a unit vector \(z\) this is the coordinate along the mode; for general \(z\), divide by \(\|z\|\).

## The space, the residual and the mixing rule in Lean

```lean
import Mathlib

open Filter Topology
open scoped InnerProductSpace

namespace AndersonZeroModes

noncomputable section

variable {𝕜 E : Type*} [RCLike 𝕜] [NormedAddCommGroup E] [InnerProductSpace 𝕜 E]
```

The scalars `𝕜` are the real or the complex numbers, and `E` is an inner product space over them of any dimension. Mathlib's inner product is linear in its second argument, which is why the zero mode always stands first: the mixing coefficients then come out without conjugation.

```lean
/-- The residual `f(x) = b - A x` of the linear fixed-point problem. -/
def residual (A : E →ₗ[𝕜] E) (b x : E) : E := b - A x
```

The map `A` is linear and need not be continuous or invertible.

```lean
/-- A mixing run: each new iterate is a sum-one combination of all earlier iterates
plus an arbitrary linear combination of their residuals. -/
def IsMixing (A : E →ₗ[𝕜] E) (b : E) (x : ℕ → E) : Prop :=
  ∀ k, ∃ α β : ℕ → 𝕜, ∑ i ∈ Finset.range (k + 1), α i = 1 ∧
    x (k + 1) = ∑ i ∈ Finset.range (k + 1), α i • x i
      + ∑ i ∈ Finset.range (k + 1), β i • residual A b (x i)
```

`Finset.range (k + 1)` is the index set \(0,\dots,k\), so the whole history is available; a truncated history sets the older coefficients to zero. The coefficients are scalars. A preconditioner that acts on the residual as an operator is not covered in general, since it can turn a residual towards a zero mode. The run is an infinite sequence, but a calculation that stops at a solution can be continued by repeating its last iterate.

## Anderson acceleration and simple mixing as instances

```lean
/-- Anderson acceleration, with sum-one weights `α k i` and damping `β k`, is a mixing run. -/
theorem anderson_isMixing {A : E →ₗ[𝕜] E} {b : E} {x : ℕ → E}
    (α : ℕ → ℕ → 𝕜) (β : ℕ → 𝕜)
    (hα : ∀ k, ∑ i ∈ Finset.range (k + 1), α k i = 1)
    (hx : ∀ k, x (k + 1) =
      ∑ i ∈ Finset.range (k + 1), α k i • (x i + β k • residual A b (x i))) :
    IsMixing A b x := by
  intro k
  refine ⟨α k, fun i => α k i * β k, hα k, ?_⟩
  rw [hx k, ← Finset.sum_add_distrib]
  exact Finset.sum_congr rfl fun i _ => by rw [smul_add, smul_smul]
```

Anderson acceleration forms \(x_{k+1}=\sum_i\alpha_{k,i}\,(x_i+\beta_k f(x_i))\). Multiplying out gives the general rule with residual coefficients \(\alpha_{k,i}\beta_k\), and the proof supplies exactly these. The least-squares problem that normally fixes the weights does not enter; only their sum matters.

```lean
/-- Simple mixing with a fixed damping `β` is a mixing run. -/
theorem simple_isMixing {A : E →ₗ[𝕜] E} {b : E} {x : ℕ → E} (β : 𝕜)
    (hx : ∀ k, x (k + 1) = x k + β • residual A b (x k)) : IsMixing A b x := by
  intro k
  exact ⟨fun i => if i = k then 1 else 0, fun i => if i = k then β else 0,
    by simp, by simp [hx k, ite_smul]⟩
```

For simple mixing, the coefficients are \(1\) and \(\beta\) at \(i=k\) and zero elsewhere.

## Conservation along zero modes

```lean
/-- For symmetric `A`, the component of the residual along a zero mode is that of `b`, for every
vector `x`. -/
theorem inner_residual {A : E →ₗ[𝕜] E} (hA : A.IsSymmetric) {z : E} (hz : A z = 0)
    (b x : E) : ⟪z, residual A b x⟫_𝕜 = ⟪z, b⟫_𝕜 := by
  rw [residual, inner_sub_right, ← hA z x, hz, inner_zero_left, sub_zero]
```

This is the first step by hand. The hypothesis `A.IsSymmetric` says \(\langle Ax,y\rangle=\langle x,Ay\rangle\) for all \(x,y\), which is Hermiticity in the complex case. The rewrite with `hA z x` moves `A` onto the zero mode, where `hz` removes it.

```lean
/-- For symmetric `A`, a mixing run keeps its component along every zero mode
to which `b` is orthogonal. -/
theorem zeroMode_conserved {A : E →ₗ[𝕜] E} (hA : A.IsSymmetric) {b : E} {x : ℕ → E}
    (hmix : IsMixing A b x) {z : E} (hz : A z = 0) (hb : ⟪z, b⟫_𝕜 = 0) (k : ℕ) :
    ⟪z, x k⟫_𝕜 = ⟪z, x 0⟫_𝕜 := by
  induction k using Nat.strong_induction_on with
  | h k ih =>
    cases k with
    | zero => rfl
    | succ k =>
      obtain ⟨α, β, hα, hx⟩ := hmix k
      -- the weights sum to one, so the common component survives
      have h1 : ∑ i ∈ Finset.range (k + 1), α i * ⟪z, x i⟫_𝕜 = ⟪z, x 0⟫_𝕜 := by
        calc ∑ i ∈ Finset.range (k + 1), α i * ⟪z, x i⟫_𝕜
            = ∑ i ∈ Finset.range (k + 1), α i * ⟪z, x 0⟫_𝕜 :=
              Finset.sum_congr rfl fun i hi => by rw [ih i (Finset.mem_range.mp hi)]
          _ = ⟪z, x 0⟫_𝕜 := by rw [← Finset.sum_mul, hα, one_mul]
      -- the residuals have no component along the zero mode
      have h2 : ∑ i ∈ Finset.range (k + 1), β i * ⟪z, residual A b (x i)⟫_𝕜 = 0 :=
        Finset.sum_eq_zero fun i _ => by rw [inner_residual hA hz, hb, mul_zero]
      rw [hx, inner_add_right, inner_sum, inner_sum]
      simp only [inner_smul_right]
      rw [h1, h2, add_zero]
```

Here orthogonality of `b` to the mode is a hypothesis, `hb`. In the successor case, `h1` is the sum over iterates: the induction hypothesis replaces each component by that of `x 0`, and `hα` adds the weights to one. The sum over residuals vanishes by `h2`. The last lines expand the inner product of the update and insert both.

## The nearest solution

```lean
/-- A solution `s` with the same zero-mode components as `x₀` is strictly nearer to `x₀`
than any other solution. -/
theorem nearest_of_zeroMode_eq {A : E →ₗ[𝕜] E} {b s x₀ : E} (hs : residual A b s = 0)
    (horth : ∀ z, A z = 0 → ⟪z, s⟫_𝕜 = ⟪z, x₀⟫_𝕜)
    {y : E} (hy : residual A b y = 0) (hne : y ≠ s) : ‖s - x₀‖ < ‖y - x₀‖ := by
  -- two solutions differ by a zero mode
  have hz : A (y - s) = 0 := by
    have h1 : b = A y := sub_eq_zero.mp hy
    have h2 : b = A s := sub_eq_zero.mp hs
    rw [map_sub, ← h1, ← h2, sub_self]
  have h0 : ⟪y - s, s - x₀⟫_𝕜 = 0 := by
    rw [inner_sub_right, horth _ hz, sub_self]
  -- Pythagoras
  have hp := norm_add_sq (𝕜 := 𝕜) (y - s) (s - x₀)
  rw [h0, sub_add_sub_cancel, map_zero] at hp
  have hpos : 0 < ‖y - s‖ := norm_pos_iff.mpr (sub_ne_zero.mpr hne)
  exact lt_of_pow_lt_pow_left₀ 2 (norm_nonneg _) (by nlinarith [pow_pos hpos 2])
```

This lemma contains the geometry and mentions no iteration. It takes a solution `s` that agrees with `x₀` along every zero mode. `hz` shows that the difference of two solutions is a zero mode, `h0` is the orthogonality, and `norm_add_sq` expands \(\|(y-s)+(s-x_0)\|^2\), whose cross term is zero. Since \(\|y-s\|>0\), the squares are strictly ordered, and so are the norms.

```lean
/-- Let `A` be symmetric, possibly singular. If an iterate of a mixing run solves `f(x) = 0`,
then no iterate has moved along a zero mode, and that solution is strictly nearer to the
starting point than any other. -/
theorem mixing_finds_nearest_solution {A : E →ₗ[𝕜] E} (hA : A.IsSymmetric) {b : E}
    {x : ℕ → E} (hmix : IsMixing A b x) {k : ℕ} (hk : residual A b (x k) = 0) :
    (∀ z, A z = 0 → ∀ j, ⟪z, x j⟫_𝕜 = ⟪z, x 0⟫_𝕜) ∧
    ∀ y, residual A b y = 0 → y ≠ x k → ‖x k - x 0‖ < ‖y - x 0‖ := by
  have hcons : ∀ z, A z = 0 → ∀ j, ⟪z, x j⟫_𝕜 = ⟪z, x 0⟫_𝕜 := fun z hz j =>
    zeroMode_conserved hA hmix hz (by rw [← inner_residual hA hz b (x k), hk, inner_zero_right]) j
  exact ⟨hcons, fun y hy hne => nearest_of_zeroMode_eq hk (fun z hz => hcons z hz k) hy hne⟩
```

The hypotheses are symmetry, the mixing rule, and an index `k` at which the residual vanishes. The first conclusion concerns all iterates `x j`, including those after `k`; the second is the strict inequality against every other solution. Orthogonality of `b` to the zero modes is now derived, by evaluating `inner_residual` at the solution `x k`. If `A` is injective, the only zero mode is the zero vector and there is no other solution to compare with.

The theorem does not say that a run reaches a solution. For that a solution must exist, and the outcome then depends on the starting point and on the coefficients, which are left free here.

```lean
/-- For symmetric `A`, if a mixing run converges to a solution, that solution is strictly
nearer to the starting point than any other. -/
theorem limit_is_nearest_solution {A : E →ₗ[𝕜] E} (hA : A.IsSymmetric) {b s : E}
    {x : ℕ → E} (hmix : IsMixing A b x) (hlim : Tendsto x atTop (𝓝 s))
    (hs : residual A b s = 0) {y : E} (hy : residual A b y = 0) (hne : y ≠ s) :
    ‖s - x 0‖ < ‖y - x 0‖ := by
  refine nearest_of_zeroMode_eq hs (fun z hz => ?_) hy hne
  have hb : ⟪z, b⟫_𝕜 = 0 := by rw [← inner_residual hA hz b s, hs, inner_zero_right]
  have h1 : Tendsto (fun k => ⟪z, x k⟫_𝕜) atTop (𝓝 ⟪z, s⟫_𝕜) :=
    ((innerSL 𝕜 z).continuous.tendsto s).comp hlim
  have h2 : (fun k => ⟪z, x k⟫_𝕜) = fun _ => ⟪z, x 0⟫_𝕜 :=
    funext fun k => zeroMode_conserved hA hmix hz hb k
  rw [h2] at h1
  exact tendsto_nhds_unique h1 tendsto_const_nhds
```

The version for limits assumes both convergence of the run (`hlim`) and that the limit solves the equation (`hs`). In the proof, `h1` carries the convergence through the continuous map \(x\mapsto\langle z,x\rangle\), `h2` says that the resulting sequence is constant, and uniqueness of limits identifies the two values.

## Drift along a zero mode

```lean
/-- For symmetric `A`, simple mixing changes the inner product `⟨z, x k⟩` with a zero mode `z` by
`β ⟨z, b⟩` at every step. -/
theorem zeroMode_drift {A : E →ₗ[𝕜] E} (hA : A.IsSymmetric) {b : E} {x : ℕ → E} (β : 𝕜)
    (hx : ∀ k, x (k + 1) = x k + β • residual A b (x k)) {z : E} (hz : A z = 0) (k : ℕ) :
    ⟪z, x k⟫_𝕜 = ⟪z, x 0⟫_𝕜 + k * β * ⟪z, b⟫_𝕜 := by
  induction k with
  | zero => simp
  | succ k ih =>
    rw [hx k, inner_add_right, inner_smul_right, inner_residual hA hz, ih]
    push_cast
    ring
```

The theorem holds for every `b`. When `b` is orthogonal to `z`, the last term vanishes and the component is conserved; otherwise, for \(\beta\neq0\), it changes linearly in `k`. The induction adds \(\beta\langle z,b\rangle\) at each step, and `ring` collects the terms.

## Two maps of the plane, one symmetric and one not

```lean
/-- The singular map `(u, v) ↦ (u + p v, 0)` of the plane. -/
def planeMap (p : ℝ) : EuclideanSpace ℝ (Fin 2) →ₗ[ℝ] EuclideanSpace ℝ (Fin 2) where
  toFun x := !₂[x 0 + p * x 1, 0]
  map_add' x y := by
    ext i
    fin_cases i <;> simp
    ring
  map_smul' c x := by
    ext i
    fin_cases i <;> simp
    ring
```

The matrix of `planeMap p` has rows \((1,p)\) and \((0,0)\). It is singular for every \(p\), and symmetric only for \(p=0\), where it is the matrix of the opening example.

```lean
/-- The run that starts at the origin and stays at `(1, 0)` from the first step on. -/
def planeRun : ℕ → EuclideanSpace ℝ (Fin 2)
  | 0 => 0
  | _ + 1 => !₂[1, 0]
```

With \(b=(1,0)\), this run is simple mixing with \(\beta=1\): the residual at the origin is \((1,0)\), and the residual at \((1,0)\) is zero.

```lean
/-- For `b = (1, 0)` and every `p`, the run in the plane is a mixing run whose first step
solves the equation. -/
theorem planeRun_solves (p : ℝ) : IsMixing (planeMap p) !₂[1, 0] planeRun ∧
    residual (planeMap p) !₂[1, 0] (planeRun 1) = 0 := by
  have h0 : residual (planeMap p) !₂[1, 0] 0 = !₂[1, 0] := by
    rw [residual, map_zero, sub_zero]
  have h1 : residual (planeMap p) !₂[1, 0] !₂[1, 0] = 0 := by
    ext i
    fin_cases i <;> simp [residual, planeMap]
  refine ⟨simple_isMixing 1 fun k => ?_, h1⟩
  cases k with
  | zero =>
    change !₂[(1 : ℝ), 0] = 0 + (1 : ℝ) • residual (planeMap p) !₂[1, 0] 0
    rw [h0, one_smul, zero_add]
  | succ k =>
    change !₂[(1 : ℝ), 0] = !₂[1, 0] + (1 : ℝ) • residual (planeMap p) !₂[1, 0] !₂[1, 0]
    rw [h1, smul_zero, add_zero]
```

The facts `h0` and `h1` are these two residuals, and `simple_isMixing` turns them into a mixing run. The value of \(p\) plays no part, because the run never leaves the first axis.

```lean
/-- For `p = 0` the map is symmetric with zero mode `(0, 1)`, and the run in the plane is a
mixing run that reaches a solution. -/
theorem mixing_finds_nearest_solution_witness :
    (planeMap 0).IsSymmetric ∧ planeMap 0 !₂[0, 1] = 0 ∧
    IsMixing (planeMap 0) !₂[1, 0] planeRun ∧
    residual (planeMap 0) !₂[1, 0] (planeRun 1) = 0 := by
  refine ⟨fun x y => ?_, ?_, planeRun_solves 0⟩
  · simp [planeMap, PiLp.inner_apply, Fin.sum_univ_two]
  · ext i
    fin_cases i <;> simp [planeMap]
```

For \(p=0\), all hypotheses of `mixing_finds_nearest_solution` are met by a map with the nonzero zero mode \((0,1)\). Symmetry is checked by writing out the inner product in coordinates.

```lean
/-- Without symmetry the solution found need not be the nearest: for `p = 1` the mixing run reaches
a solution, but the solution `(1/2, 1/2)` is nearer to the starting point. -/
theorem symmetry_needed : IsMixing (planeMap 1) !₂[1, 0] planeRun ∧
    residual (planeMap 1) !₂[1, 0] (planeRun 1) = 0 ∧
    residual (planeMap 1) !₂[1, 0] !₂[1 / 2, 1 / 2] = 0 ∧
    ‖!₂[(1 / 2 : ℝ), 1 / 2] - planeRun 0‖ < ‖planeRun 1 - planeRun 0‖ := by
  refine ⟨(planeRun_solves 1).1, (planeRun_solves 1).2, ?_, ?_⟩
  · ext i
    fin_cases i <;> norm_num [residual, planeMap]
  · change ‖!₂[(1 / 2 : ℝ), 1 / 2] - 0‖ < ‖!₂[(1 : ℝ), 0] - 0‖
    rw [sub_zero, sub_zero, EuclideanSpace.norm_eq, EuclideanSpace.norm_eq]
    apply Real.sqrt_lt_sqrt (by positivity)
    norm_num [Fin.sum_univ_two]

end

end AndersonZeroModes
```

For \(p=1\) the solutions form the line \(u+v=1\). The run stops at \((1,0)\), at distance \(1\) from the origin, while \((1/2,1/2)\) is also a solution and lies at distance \(1/\sqrt2\). The derivation uses symmetry only to make the zero modes orthogonal to the range of \(A\), and that weaker condition is what fails here: the zero mode \((1,-1)\) has inner product \(1\) with \((1,0)\), which spans the range. The proof verifies the second solution by components and compares the two norms through their squares.

```lean
#print axioms AndersonZeroModes.mixing_finds_nearest_solution
#print axioms AndersonZeroModes.limit_is_nearest_solution
#print axioms AndersonZeroModes.zeroMode_drift
#print axioms AndersonZeroModes.symmetry_needed
```

```
'AndersonZeroModes.mixing_finds_nearest_solution' depends on axioms: [propext, Classical.choice, Quot.sound]
'AndersonZeroModes.limit_is_nearest_solution' depends on axioms: [propext, Classical.choice, Quot.sound]
'AndersonZeroModes.zeroMode_drift' depends on axioms: [propext, Classical.choice, Quot.sound]
'AndersonZeroModes.symmetry_needed' depends on axioms: [propext, Classical.choice, Quot.sound]
```
